# Degeneracy-weighted averaging over j = l ± 1/2 removes the spin-orbit term from the radial Dirac kinetic operator

A p electron in a central field can have j = 3/2 or j = 1/2. In the radial Dirac equations these two levels are labelled by κ = −2 and κ = 1. Eliminating the small component leaves, for each κ, one equation for the large component. Its kinetic operator contains a spin-orbit term proportional to κ + 1, which is −1 for the first level and 2 for the second. The first level has four magnetic substates and the second has two, so the weighted sum is

4·(−1) + 2·2 = 0.

The same cancellation occurs for every l when both operators act on the same large component P with the same mass function M. What remains depends on l but not on j. Such scalar-relativistic operators are used in atomic calculations from which some spin-averaged effective core potentials are built; the result here concerns only the kinetic part, for one electron in a central field.

```lean
import Mathlib

namespace ScalarRelativisticAverage

noncomputable section
```

## From two radial components to one

In Hartree atomic units, let E be the energy without the rest energy, V the potential and c the speed of light. The mass function is M = 1 + (E − V)/(2c²). The function P is r times the radial factor of the large component; write Q for c times the corresponding function of the small component. The radial Dirac equations are then

P' + κP/r = 2MQ,
−Q' + κQ/r = (E − V)P.

The first equation fixes Q:

Q = (P' + κP/r)/(2M).

In Lean, `P` and `M` are arbitrary real functions of r, `deriv` is the derivative, and κ may be any real number. The formula for M in terms of E and V is not imposed.

```lean
/-- The small radial component times the speed of light, `(P' + κ P / r) / (2 M)`, as fixed by
the large component `P` and the mass function `M`; the domain is `r ≠ 0`, `M r ≠ 0`. -/
def smallComponent (κ : ℝ) (M P : ℝ → ℝ) (r : ℝ) : ℝ :=
  (deriv P r + κ * P r / r) / (2 * M r)
```

The left side of the second equation is the kinetic part. Like the other operators below, it is defined by its value at a point r.

```lean
/-- The kinetic part of the radial Dirac equation acting on the large component, after the small
component `Q` has been eliminated: `-Q' + κ Q / r`; the domain is `r ≠ 0`, `M r ≠ 0`. -/
def diracKinetic (κ : ℝ) (M P : ℝ → ℝ) (r : ℝ) : ℝ :=
  -deriv (smallComponent κ M P) r + κ * smallComponent κ M P r / r
```

Carrying out the derivative should give a second-order expression in P alone:

F_κ = −[P'' − κ(κ+1)P/r² − (M'/M)(P' + κP/r)]/(2M).

This has its own definition, so its agreement with the Dirac form is something to prove.

```lean
/-- The explicit second-order radial operator `F_κ`, with a mass-gradient term that depends
on `κ`; the domain is `r ≠ 0`, `M r ≠ 0`. -/
def radialOp (κ : ℝ) (M P : ℝ → ℝ) (r : ℝ) : ℝ :=
  -(deriv (deriv P) r - κ * (κ + 1) * P r / r ^ 2
    - deriv M r / M r * (deriv P r + κ * P r / r)) / (2 * M r)
```

The scalar-relativistic operator S_l has l(l+1) in the centrifugal term and −1 in place of κ in the mass-gradient term:

S_l = −[P'' − l(l+1)P/r² − (M'/M)(P' − P/r)]/(2M).

```lean
/-- The scalar-relativistic radial operator for orbital angular momentum `l`;
the domain is `r ≠ 0`, `M r ≠ 0`. -/
def scalarOp (l : ℕ) (M P : ℝ → ℝ) (r : ℝ) : ℝ :=
  -(deriv (deriv P) r - (l : ℝ) * ((l : ℝ) + 1) * P r / r ^ 2
    - deriv M r / M r * (deriv P r - P r / r)) / (2 * M r)
```

The term that distinguishes the two values of j is

(κ+1)M'P/(2M²r).

```lean
/-- The radial spin-orbit term `(κ + 1) M' P / (2 M² r)`; the domain is `r ≠ 0`, `M r ≠ 0`. -/
def spinOrbit (κ : ℝ) (M P : ℝ → ℝ) (r : ℝ) : ℝ :=
  (κ + 1) * (deriv M r * P r / (2 * M r ^ 2 * r))
```

The level j = l + 1/2 has κ = −(l+1) and 2j + 1 = 2l + 2 substates; j = l − 1/2 has κ = l and 2l substates. The average of any function F of κ is therefore

[(2l+2)F(−(l+1)) + 2l F(l)]/(4l+2).

For l = 0 only κ = −1 contributes.

```lean
/-- The average over `κ = -(l+1)` and `κ = l` with the weights `2l+2` and `2l`, the numbers of
magnetic substates of `j = l + 1/2` and `j = l - 1/2`. For `l = 0` the second weight is zero. -/
def jAverage (l : ℕ) (F : ℝ → ℝ) : ℝ :=
  ((2 * (l : ℝ) + 2) * F (-((l : ℝ) + 1)) + 2 * (l : ℝ) * F (l : ℝ))
    / (2 * (l : ℝ) + 2 + 2 * (l : ℝ))
```

## Eliminating the small component

The quotient rule gives

Q' = [P'' + κP'/r − κP/r²]/(2M) − M'(P' + κP/r)/(2M²).

In −Q' + κQ/r the terms −κP'/r and +κP'/r cancel, while κP/r² and κ²P/r² combine to κ(κ+1)P/r². The result is F_κ. This step needs r and M(r) nonzero, M differentiable and P twice differentiable at r. In the proof, `h1` is the quotient rule, and `field_simp` and `ring` do the cancellation.

```lean
/-- Eliminating the small component gives the explicit operator `F_κ` at every point where `r`
and `M` are nonzero, `M` is differentiable and `P` is twice differentiable. -/
theorem diracKinetic_eq_radialOp (κ : ℝ) {M P : ℝ → ℝ} {r : ℝ} (hr : r ≠ 0) (hM0 : M r ≠ 0)
    (hM : DifferentiableAt ℝ M r) (hP : DifferentiableAt ℝ P r)
    (hP' : DifferentiableAt ℝ (deriv P) r) :
    diracKinetic κ M P r = radialOp κ M P r := by
  -- the quotient rule for the small component
  have h1 : HasDerivAt (fun s => (deriv P s + κ * P s / s) / (2 * M s))
      (((deriv (deriv P) r + (κ * deriv P r * r - κ * P r * 1) / r ^ 2) * (2 * M r)
        - (deriv P r + κ * P r / r) * (2 * deriv M r)) / (2 * M r) ^ 2) r :=
    (hP'.hasDerivAt.fun_add
      ((hP.hasDerivAt.const_mul κ).fun_div (hasDerivAt_id' r) hr)).fun_div
      (hM.hasDerivAt.const_mul 2) (mul_ne_zero two_ne_zero hM0)
  have h2 : deriv (smallComponent κ M P) r = _ := h1.deriv
  unfold diracKinetic radialOp
  rw [h2]
  unfold smallComponent
  field_simp
  ring
```

## Separating the spin-orbit term

Both values of κ satisfy κ(κ+1) = l(l+1), so the centrifugal terms agree. In the mass-gradient term, write

P' + κP/r = (P' − P/r) + (κ+1)P/r.

The first bracket belongs to S_l, and the remainder gives

F_κ = S_l + (κ+1)M'P/(2M²r).

The proof replaces κ(κ+1) by means of `hκ` and leaves the regrouping to `ring`. This theorem, the next one and the splitting formula further on have no hypotheses on r, M or differentiability because Lean assigns the value 0 to undefined quotients and derivatives; the physical reading needs the conditions of the previous step.

```lean
/-- If `κ (κ + 1) = l (l + 1)`, then `F_κ` is the scalar-relativistic operator plus the
spin-orbit term. -/
theorem radialOp_eq_scalarOp_add_spinOrbit (l : ℕ) (κ : ℝ) (M P : ℝ → ℝ) (r : ℝ)
    (hκ : κ * (κ + 1) = (l : ℝ) * ((l : ℝ) + 1)) :
    radialOp κ M P r = scalarOp l M P r + spinOrbit κ M P r := by
  unfold radialOp scalarOp spinOrbit
  rw [hκ]
  ring
```

## The weighted average

For κ = −(l+1) and κ = l, the factor κ + 1 is −l and l + 1. Hence

(2l+2)(−l) + 2l(l+1) = 0,

and the average of F_κ is S_l. The proof splits each F_κ as above and multiplies through by the total weight, after which `ring` finds the zero.

As a numerical instance, chosen for easy arithmetic and not describing a state of a real atom, take l = 1, P = r² and M = 1/r at r = 1. Then P = 1, P' = 2, P'' = 2, M = 1 and M' = −1, so

F_(−2) = −[2 − 2 + (2 − 2)]/2 = 0,
F_1 = −[2 − 2 + (2 + 1)]/2 = −3/2,
S_1 = −[2 − 2 + (2 − 1)]/2 = −1/2.

The weighted average is (4·0 + 2·(−3/2))/6 = −1/2, as required. Equal weights would give −3/4.

```lean
/-- The weighted average of the explicit operators `F_κ` over `κ = -(l+1)` and `κ = l` is the
scalar-relativistic operator. -/
theorem jAverage_radialOp (l : ℕ) (M P : ℝ → ℝ) (r : ℝ) :
    jAverage l (fun κ => radialOp κ M P r) = scalarOp l M P r := by
  have hw : 2 * (l : ℝ) + 2 + 2 * (l : ℝ) ≠ 0 := by positivity
  simp only [jAverage]
  rw [radialOp_eq_scalarOp_add_spinOrbit l (-((l : ℝ) + 1)) M P r (by ring),
    radialOp_eq_scalarOp_add_spinOrbit l (l : ℝ) M P r rfl, div_eq_iff hw]
  -- the weighted sum of `κ + 1` vanishes
  unfold spinOrbit
  ring
```

Since the Dirac form equals F_κ for every κ, its average is also S_l:

average of (−Q' + κQ/r) = S_l.

The proof makes this replacement inside the average.

In an atom the two levels have different energies, hence different M, and different P. Using one P and one M for both is the approximation that connects this identity to a scalar-relativistic calculation.

```lean
/-- The weighted average over `κ = -(l+1)` and `κ = l` of the Dirac kinetic operators for the
large component is the scalar-relativistic operator, wherever `r` and `M` are nonzero, `M` is
differentiable and `P` is twice differentiable. -/
theorem jAverage_diracKinetic (l : ℕ) {M P : ℝ → ℝ} {r : ℝ} (hr : r ≠ 0) (hM0 : M r ≠ 0)
    (hM : DifferentiableAt ℝ M r) (hP : DifferentiableAt ℝ P r)
    (hP' : DifferentiableAt ℝ (deriv P) r) :
    jAverage l (fun κ => diracKinetic κ M P r) = scalarOp l M P r := by
  have h : (fun κ => diracKinetic κ M P r) = fun κ => radialOp κ M P r :=
    funext fun κ => diracKinetic_eq_radialOp κ hr hM0 hM hP hP'
  rw [h]
  exact jAverage_radialOp l M P r
```

## Splitting and uniqueness of the weights

Subtracting the two decompositions removes S_l:

F_l − F_(−(l+1)) = (2l+1)M'P/(2M²r).

In the numerical instance this is 3·(−1/2) = −3/2. For l = 0 there is no level with κ = 0, so the formula describes a spin-orbit splitting only for l ≥ 1. For constant M the splitting vanishes, and both operators reduce to the Schrödinger form −[P'' − l(l+1)P/r²]/(2M).

```lean
/-- The operators for `κ = l` and `κ = -(l+1)` differ by `(2l+1) M' P / (2 M² r)`. -/
theorem spinOrbit_splitting (l : ℕ) (M P : ℝ → ℝ) (r : ℝ) :
    radialOp (l : ℝ) M P r - radialOp (-((l : ℝ) + 1)) M P r
      = (2 * (l : ℝ) + 1) * (deriv M r * P r / (2 * M r ^ 2 * r)) := by
  rw [radialOp_eq_scalarOp_add_spinOrbit l (-((l : ℝ) + 1)) M P r (by ring),
    radialOp_eq_scalarOp_add_spinOrbit l (l : ℝ) M P r rfl]
  unfold spinOrbit
  ring
```

Now give κ = −(l+1) a weight w and κ = l the weight 1 − w. The mixture is

S_l + [l + 1 − w(2l+1)]M'P/(2M²r).

Where r, M, M' and P are nonzero, this equals S_l exactly when

w = (l+1)/(2l+1),

which is the share of substates with j = l + 1/2. In the proof, `key` is the displayed mixture; a product that vanishes while its second factor does not forces the bracket to be zero. If M' = 0, every w gives S_l.

```lean
/-- At a point where `r`, `M`, `M'` and `P` are nonzero, a mixture with weight `w` on
`κ = -(l+1)` and `1 - w` on `κ = l` gives the scalar-relativistic operator exactly when
`w = (l+1)/(2l+1)`. -/
theorem mixture_eq_scalarOp_iff (l : ℕ) (w : ℝ) {M P : ℝ → ℝ} {r : ℝ} (hr : r ≠ 0)
    (hM0 : M r ≠ 0) (hM' : deriv M r ≠ 0) (hP0 : P r ≠ 0) :
    w * radialOp (-((l : ℝ) + 1)) M P r + (1 - w) * radialOp (l : ℝ) M P r
      = scalarOp l M P r ↔ w = ((l : ℝ) + 1) / (2 * (l : ℝ) + 1) := by
  have hl : 2 * (l : ℝ) + 1 ≠ 0 := by positivity
  have hX : deriv M r * P r / (2 * M r ^ 2 * r) ≠ 0 :=
    div_ne_zero (mul_ne_zero hM' hP0)
      (mul_ne_zero (mul_ne_zero two_ne_zero (pow_ne_zero 2 hM0)) hr)
  -- the spin-orbit remainder left by a general mixture
  have key : w * radialOp (-((l : ℝ) + 1)) M P r + (1 - w) * radialOp (l : ℝ) M P r
      = scalarOp l M P r + (((l : ℝ) + 1) - w * (2 * (l : ℝ) + 1))
        * (deriv M r * P r / (2 * M r ^ 2 * r)) := by
    rw [radialOp_eq_scalarOp_add_spinOrbit l (-((l : ℝ) + 1)) M P r (by ring),
      radialOp_eq_scalarOp_add_spinOrbit l (l : ℝ) M P r rfl]
    unfold spinOrbit
    ring
  rw [key, eq_div_iff hl]
  constructor
  · intro h
    have h0 : (((l : ℝ) + 1) - w * (2 * (l : ℝ) + 1))
        * (deriv M r * P r / (2 * M r ^ 2 * r)) = 0 := by linarith
    rcases mul_eq_zero.mp h0 with h1 | h1
    · linarith
    · exact absurd h1 hX
  · intro h
    have h0 : ((l : ℝ) + 1) - w * (2 * (l : ℝ) + 1) = 0 := by linarith
    rw [h0, zero_mul, add_zero]

end

end ScalarRelativisticAverage
```

```lean
#print axioms ScalarRelativisticAverage.jAverage_diracKinetic
#print axioms ScalarRelativisticAverage.spinOrbit_splitting
#print axioms ScalarRelativisticAverage.mixture_eq_scalarOp_iff
```

```
'ScalarRelativisticAverage.jAverage_diracKinetic' depends on axioms: [propext, Classical.choice, Quot.sound]
'ScalarRelativisticAverage.spinOrbit_splitting' depends on axioms: [propext, Classical.choice, Quot.sound]
'ScalarRelativisticAverage.mixture_eq_scalarOp_iff' depends on axioms: [propext, Classical.choice, Quot.sound]
```
